# A static uniform vector potential changes the splitting of the naive two-level Coulomb-gauge Hamiltonian but not of the rotated one

Take a two-level system \(H_0 = \tfrac{w}{2}\sigma_z\) with level spacing \(w>0\), and a static, uniform vector potential of dimensionless real strength \(t\). I claim that the gauge-rotated Hamiltonian \(e^{it\sigma_x}H_0e^{-it\sigma_x}\) equals \(\tfrac{w}{2}(\cos 2t\,\sigma_z+\sin 2t\,\sigma_y)\) and keeps the splitting \(w\). The naive Coulomb-gauge truncation \(H_0+wt\,\sigma_y+c\), with any real constant \(c\), should instead have splitting \(w\sqrt{1+4t^2}\), larger than \(w\) for \(t\neq0\). A potential that carries no electric or magnetic field would then show up in the spectrum. Can this be made rigorous and checked by machine, including the point that no choice of \(c\) or of basis repairs it?

## Splitting \(w\) against \(w\sqrt{1+4t^2}\)

The claim holds for all \(w>0\) and real \(t,c\), and for \(t\neq0\) no invertible change of basis turns \(H_0+d\), with \(d\) any real shift, into the naive Hamiltonian. This bears on few-level models of light–matter coupling, here for two levels and a classical static potential described by the one number \(t\).

The model comes from minimal coupling. For a particle of charge \(q\), mass \(m\), position \(x\) and momentum \(p\) in a constant potential \(A\), the factor \(e^{iqAx/\hbar}\) sends \(p\) to \(p-qA\). If \(x\) projects onto the two levels as \(x_{01}\sigma_x\) with a real matrix element \(x_{01}\), putting this projected \(x\) into the exponent (a modelling choice, since the projection of the exponential itself is in general a different, non-unitary matrix) gives \(U(t)=e^{it\sigma_x}\) with \(t=qAx_{01}/\hbar\). For the Hamiltonian \(H=p^2/2m+V(x)\) at \(A=0\) one has \(p=(im/\hbar)[H,x]\), and the projector onto two eigenstates of \(H\) commutes with \(H\), so projecting the coupling terms directly gives \(-qAp/m\to it[\sigma_x,H_0]=wt\,\sigma_y\) and the constant \(q^2A^2/2m\), which \(c\) stands for.

## Rotating the Hamiltonian and solving the secular equation

The normalised eigenvectors of \(\sigma_x\) are \((1,\pm1)/\sqrt2\) with eigenvalues \(\pm1\). With the unnormalised vectors as columns of \(P=\begin{pmatrix}1&1\\1&-1\end{pmatrix}\), for which \(P^{-1}=P/2\),
\[
U(t)=P\begin{pmatrix}e^{it}&0\\0&e^{-it}\end{pmatrix}P^{-1}=\cos t+i\sin t\,\sigma_x .
\]
Using \(\sigma_x\sigma_z\sigma_x=-\sigma_z\) and \([\sigma_x,\sigma_z]=-2i\sigma_y\),
\[
U(t)\sigma_zU(-t)=(\cos^2t-\sin^2t)\,\sigma_z+i\sin t\cos t\,[\sigma_x,\sigma_z]=\cos2t\,\sigma_z+\sin2t\,\sigma_y .
\]
Multiplying by \(w/2\) gives the closed form. At \(t=0\) it equals \(H_0\), and its derivative there is \(\tfrac{w}{2}(0\cdot\sigma_z+2\sigma_y)=w\sigma_y\). The naive Hamiltonian is therefore the first-order truncation in \(t\), plus \(c\).

For real \(a,b,c\), a complex variable \(z\) and \(r=\sqrt{a^2+b^2}\),
\[
\det(z-a\sigma_z-b\sigma_y-c)=\det\begin{pmatrix}z-a-c&ib\\-ib&z+a-c\end{pmatrix}=(z-c)^2-r^2 .
\]
The roots are \(c-r\) and \(c+r\), so the splitting is \(2r\), whatever \(c\) is. For the rotated Hamiltonian \(r^2=(w/2)^2(\cos^22t+\sin^22t)\), so \(2r=w\). For the naive one \(r^2=(w/2)^2+w^2t^2=(w/2)^2(1+4t^2)\), so \(2r=w\sqrt{1+4t^2}\), which exceeds \(w\) exactly when \(t^2>0\). Similar matrices share their spectrum and \(H_0+d\) has splitting \(w\), so for \(t\ne0\) the two cannot be similar.

Keeping second order, \(\cos2t\to1-2t^2\) and \(\sin2t\to2t\), gives \(r^2=(w/2)^2\,[(1-2t^2)^2+4t^2]=(w/2)^2(1+4t^4)\) and splitting \(w\sqrt{1+4t^4}\). For \(t\neq0\) the added term \(-wt^2\sigma_z\) is not a multiple of the identity, so no \(c\) can imitate it.

At \(t=0\) all these splittings equal \(w\). For weak potentials the naive one is about \(w(1+2t^2)\) and the second-order one about \(w(1+2t^4)\). These two expansions and the projection from minimal coupling are ordinary mathematics that the file does not contain.

## Matrices, spectrum and hypotheses in Lean

`Op` is the type of complex \(2\times2\) matrices, with rows and columns numbered 0 and 1. Since `σz` has \(+1\) at position 0, state 0 is the upper level of `bareHam w` when \(w>0\). The parameter \(w\) is an energy. `gaugeU t` is defined by the matrix exponential `NormedSpace.exp`, not by its closed form, and `gaugeHam w t` is the product `gaugeU t * bareHam w * gaugeU (-t)`. `naiveHam w t c` is the truncation, and `twoLevel a b c` is \(a\sigma_z+b\sigma_y+c\).

`HasSplitting H Δ` says that \(\Delta\ge0\) and that `spectrum ℂ H` is the set \(\{E,E+\Delta\}\) for some real \(E\). The spectrum consists of those \(z\) for which \(z-H\) is not invertible. The case \(\Delta=0\) is allowed and means a single point.

`gauge_versus_naive_splitting` takes \(w>0\) and arbitrary real \(t,c\) and states four things: \(H_0\) has splitting \(w\), the rotated Hamiltonian has splitting \(w\), the naive one has splitting \(w\sqrt{1+4t^2}\), and \(t\neq0\) is equivalent to \(w<w\sqrt{1+4t^2}\). The hypothesis \(w>0\) says that the bare levels are distinct, with state 0 on top. In `naive_not_similar`, `u : Opˣ` is any invertible matrix, unitary or not, and \(d\) is real. That the potential shows up in the spectrum thus means that the level spacing differs from its value at \(t=0\) and that no basis change or real energy shift removes the difference.

The potential is a real number, neither time dependent nor a quantised field, and the matter has just two levels, so photons, transition rates and further levels are absent. The forms of \(U(t)\) and of the naive Hamiltonian enter as definitions.

```lean
import Mathlib

open Matrix Complex

namespace TwoLevelGauge

noncomputable section

/-- Operators on the two-level system. -/
abbrev Op := Matrix (Fin 2) (Fin 2) ℂ

/-- The Pauli matrix `σx`. -/
def σx : Op := !![0, 1; 1, 0]

/-- The Pauli matrix `σy`. -/
def σy : Op := !![0, -I; I, 0]

/-- The Pauli matrix `σz`. -/
def σz : Op := !![1, 0; 0, -1]

/-- The bare two-level Hamiltonian `(w/2) σz`. -/
def bareHam (w : ℝ) : Op := ((w / 2 : ℝ) : ℂ) • σz

/-- The gauge factor `exp(i t σx)` of a static vector potential of strength `t`. -/
def gaugeU (t : ℝ) : Op := NormedSpace.exp ((I * (t : ℂ)) • σx)

/-- The consistently transformed Hamiltonian `exp(i t σx) (w/2) σz exp(-i t σx)`. -/
def gaugeHam (w t : ℝ) : Op := gaugeU t * bareHam w * gaugeU (-t)

/-- The naive Coulomb-gauge truncation `(w/2) σz + w t σy + c`. -/
def naiveHam (w t c : ℝ) : Op := bareHam w + ((w * t : ℝ) : ℂ) • σy + (c : ℂ) • (1 : Op)

/-- The Hamiltonian `a σz + b σy + c` with real coefficients. -/
def twoLevel (a b c : ℝ) : Op := (a : ℂ) • σz + (b : ℂ) • σy + (c : ℂ) • (1 : Op)

/-- `H` has level splitting `Δ ≥ 0` when its spectrum is `{E, E + Δ}` for a real `E`. -/
def HasSplitting (H : Op) (Δ : ℝ) : Prop :=
  0 ≤ Δ ∧ ∃ E : ℝ, spectrum ℂ H = {(E : ℂ), ((E + Δ : ℝ) : ℂ)}

/-- The gauge factor in closed form: `exp(i t σx) = cos t + i sin t σx`. -/
theorem gaugeU_eq (t : ℝ) :
    gaugeU t = (Real.cos t : ℂ) • (1 : Op) + (I * (Real.sin t : ℂ)) • σx := by
  have hP : (!![1, 1; 1, -1] : Op)⁻¹ = !![1 / 2, 1 / 2; 1 / 2, -1 / 2] := by
    apply Matrix.inv_eq_right_inv
    ext i j
    fin_cases i <;> fin_cases j <;> simp [Matrix.mul_apply, Fin.sum_univ_succ] <;> norm_num
  have hU : IsUnit (!![1, 1; 1, -1] : Op) := by
    rw [Matrix.isUnit_iff_isUnit_det, isUnit_iff_ne_zero, Matrix.det_fin_two_of]
    norm_num
  have hd : ∀ a b : ℂ, diagonal ![a, b] = !![a, 0; 0, b] := by
    intro a b
    ext i j
    fin_cases i <;> fin_cases j <;> simp
  -- diagonalise the generator in the eigenbasis of `σx`
  have hdiag : (I * (t : ℂ)) • σx = (!![1, 1; 1, -1] : Op) *
      diagonal ![(t : ℂ) * I, -(t : ℂ) * I] * (!![1, 1; 1, -1] : Op)⁻¹ := by
    rw [hP, hd]
    ext i j
    fin_cases i <;> fin_cases j <;> simp [σx, Matrix.mul_apply, Fin.sum_univ_succ] <;> ring
  -- Euler's formula on each eigenvalue
  have hv : NormedSpace.exp ![(t : ℂ) * I, -(t : ℂ) * I] =
      ![Complex.cos t + Complex.sin t * I, Complex.cos t + -Complex.sin t * I] := by
    have e1 := Complex.exp_mul_I (t : ℂ)
    have e2 := Complex.exp_mul_I (-(t : ℂ))
    rw [Complex.cos_neg, Complex.sin_neg] at e2
    funext i
    rw [Pi.coe_exp, ← Complex.exp_eq_exp_ℂ]
    fin_cases i
    · exact e1
    · exact e2
  rw [gaugeU, hdiag, Matrix.exp_conj _ _ hU, Matrix.exp_diagonal, hv, hP, hd]
  ext i j
  fin_cases i <;> fin_cases j <;> simp [σx, Matrix.mul_apply, Fin.sum_univ_succ] <;> ring

/-- The transformed Hamiltonian equals `(w/2)(cos 2t σz + sin 2t σy)`. -/
theorem gaugeHam_eq (w t : ℝ) :
    gaugeHam w t = ((w / 2 : ℝ) : ℂ) •
      ((Real.cos (2 * t) : ℂ) • σz + (Real.sin (2 * t) : ℂ) • σy) := by
  rw [gaugeHam, bareHam, gaugeU_eq t, gaugeU_eq (-t), Real.cos_neg, Real.sin_neg,
    Real.cos_two_mul', Real.sin_two_mul]
  generalize Real.cos t = c
  generalize Real.sin t = s
  generalize w / 2 = h
  rw [Matrix.one_fin_two]
  ext i j
  fin_cases i <;> fin_cases j <;> apply Complex.ext <;>
    simp [σx, σy, σz, Matrix.mul_apply, Fin.sum_univ_two, pow_two] <;> ring

/-- At `t = 0` the transformed Hamiltonian is the bare one, and its derivative in `t`
there is `w σy`, entry by entry. -/
theorem gaugeHam_first_order (w : ℝ) :
    gaugeHam w 0 = bareHam w ∧
      ∀ i j, HasDerivAt (fun t : ℝ => gaugeHam w t i j) (((w : ℂ) • σy) i j) 0 := by
  refine ⟨by simp [gaugeHam_eq, bareHam], fun i j => ?_⟩
  have hc : HasDerivAt (fun t : ℝ => Real.cos (2 * t)) 0 0 := by
    simpa using ((hasDerivAt_id' (0 : ℝ)).const_mul 2).cos
  have hs : HasDerivAt (fun t : ℝ => Real.sin (2 * t)) 2 0 := by
    simpa using ((hasDerivAt_id' (0 : ℝ)).const_mul 2).sin
  simp only [gaugeHam_eq, Matrix.smul_apply, Matrix.add_apply, smul_eq_mul]
  refine (((hc.ofReal_comp.mul_const (σz i j)).fun_add
    (hs.ofReal_comp.mul_const (σy i j))).const_mul ((w / 2 : ℝ) : ℂ)).congr_deriv ?_
  push_cast
  ring

/-- The Hamiltonian `a σz + b σy + c` has splitting `2 √(a² + b²)`. -/
theorem twoLevel_splitting (a b c : ℝ) :
    HasSplitting (twoLevel a b c) (2 * Real.sqrt (a ^ 2 + b ^ 2)) := by
  have h := Real.sq_sqrt (by positivity : 0 ≤ a ^ 2 + b ^ 2)
  have h0 := Real.sqrt_nonneg (a ^ 2 + b ^ 2)
  generalize Real.sqrt (a ^ 2 + b ^ 2) = r at h h0 ⊢
  have hr : (r : ℂ) ^ 2 = (a : ℂ) ^ 2 + (b : ℂ) ^ 2 := by exact_mod_cast h
  refine ⟨by linarith, c - r, ?_⟩
  ext z
  have hM : algebraMap ℂ Op z - twoLevel a b c =
      !![z - a - c, b * I; -(b * I), z + a - c] := by
    ext i j
    fin_cases i <;> fin_cases j <;>
      simp [twoLevel, σy, σz, Algebra.algebraMap_eq_smul_one] <;> ring
  -- the secular determinant factorises
  have hdet : (algebraMap ℂ Op z - twoLevel a b c).det =
      (z - ((c - r : ℝ) : ℂ)) * (z - ((c - r + 2 * r : ℝ) : ℂ)) := by
    rw [hM, Matrix.det_fin_two_of]
    push_cast
    linear_combination hr + (b : ℂ) ^ 2 * Complex.I_sq
  rw [spectrum.mem_iff, Matrix.isUnit_iff_isUnit_det, isUnit_iff_ne_zero, ne_eq, not_not, hdet,
    mul_eq_zero, sub_eq_zero, sub_eq_zero, Set.mem_insert_iff, Set.mem_singleton_iff]

/-- A Hamiltonian has at most one splitting. -/
theorem splitting_unique {H : Op} {Δ Δ' : ℝ} (h : HasSplitting H Δ) (h' : HasSplitting H Δ') :
    Δ = Δ' := by
  obtain ⟨h0, E, hE⟩ := h
  obtain ⟨h0', E', hE'⟩ := h'
  rw [hE, Set.pair_eq_pair_iff] at hE'
  simp only [Complex.ofReal_inj] at hE'
  rcases hE' with ⟨h1, h2⟩ | ⟨h1, h2⟩ <;> linarith

/-- For `w > 0` the bare and the transformed Hamiltonian both have splitting `w`, while the
naive truncation has splitting `w √(1 + 4t²)`, which exceeds `w` exactly when `t ≠ 0`. -/
theorem gauge_versus_naive_splitting {w : ℝ} (hw : 0 < w) (t c : ℝ) :
    HasSplitting (bareHam w) w ∧ HasSplitting (gaugeHam w t) w ∧
      HasSplitting (naiveHam w t c) (w * Real.sqrt (1 + 4 * t ^ 2)) ∧
      (t ≠ 0 ↔ w < w * Real.sqrt (1 + 4 * t ^ 2)) := by
  have hw2 : 0 ≤ w / 2 := by positivity
  have hn : ∀ t c : ℝ, HasSplitting (naiveHam w t c) (w * Real.sqrt (1 + 4 * t ^ 2)) := by
    intro t c
    have h := twoLevel_splitting (w / 2) (w * t) c
    have e : (w / 2) ^ 2 + (w * t) ^ 2 = (w / 2) ^ 2 * (1 + 4 * t ^ 2) := by ring
    rw [e, Real.sqrt_mul (sq_nonneg _), Real.sqrt_sq hw2, ← mul_assoc,
      show 2 * (w / 2) = w by ring] at h
    exact h
  refine ⟨by simpa [naiveHam] using hn 0 0, ?_, hn t c, ?_, ?_⟩
  · have h := twoLevel_splitting (w / 2 * Real.cos (2 * t)) (w / 2 * Real.sin (2 * t)) 0
    -- the rotation keeps the length of the field vector
    have e : (w / 2 * Real.cos (2 * t)) ^ 2 + (w / 2 * Real.sin (2 * t)) ^ 2 = (w / 2) ^ 2 := by
      linear_combination (w / 2) ^ 2 * Real.cos_sq_add_sin_sq (2 * t)
    rw [e, Real.sqrt_sq hw2, show 2 * (w / 2) = w by ring] at h
    have hH : gaugeHam w t =
        twoLevel (w / 2 * Real.cos (2 * t)) (w / 2 * Real.sin (2 * t)) 0 := by
      rw [gaugeHam_eq, twoLevel]
      push_cast
      module
    rw [hH]
    exact h
  · intro ht
    have h2 : 0 < t ^ 2 := by positivity
    have h1 : 1 < Real.sqrt (1 + 4 * t ^ 2) := (Real.lt_sqrt zero_le_one).mpr (by linarith)
    exact lt_mul_of_one_lt_right hw h1
  · intro h ht
    rw [ht] at h
    simp at h

/-- For `w > 0` and `t ≠ 0` no invertible change of basis carries the bare Hamiltonian,
shifted by any real constant `d`, into the naive truncation. -/
theorem naive_not_similar {w t : ℝ} (hw : 0 < w) (ht : t ≠ 0) (c d : ℝ) (u : Opˣ) :
    naiveHam w t c ≠ u.val * (bareHam w + (d : ℂ) • (1 : Op)) * (u⁻¹).val := by
  intro h
  obtain ⟨-, -, h1, h2⟩ := gauge_versus_naive_splitting hw t c
  have h0 : HasSplitting (bareHam w + (d : ℂ) • (1 : Op)) w := by
    simpa [naiveHam] using (gauge_versus_naive_splitting hw 0 d).2.2.1
  obtain ⟨-, E, hE⟩ := h0
  -- similar operators share their spectrum
  have h3 : HasSplitting (naiveHam w t c) w :=
    ⟨hw.le, E, by rw [h, spectrum.units_conjugate]; exact hE⟩
  exact (h2.mp ht).ne (splitting_unique h3 h1)

/-- For `w > 0` the Hamiltonian `(w/2)(1 - 2t²) σz + w t σy + c` has splitting
`w √(1 + 4t⁴)`. -/
theorem second_order_splitting {w : ℝ} (hw : 0 < w) (t c : ℝ) :
    HasSplitting (twoLevel (w / 2 * (1 - 2 * t ^ 2)) (w * t) c)
      (w * Real.sqrt (1 + 4 * t ^ 4)) := by
  have hw2 : 0 ≤ w / 2 := by positivity
  have h := twoLevel_splitting (w / 2 * (1 - 2 * t ^ 2)) (w * t) c
  have e : (w / 2 * (1 - 2 * t ^ 2)) ^ 2 + (w * t) ^ 2 = (w / 2) ^ 2 * (1 + 4 * t ^ 4) := by
    ring
  rw [e, Real.sqrt_mul (sq_nonneg _), Real.sqrt_sq hw2, ← mul_assoc,
    show 2 * (w / 2) = w by ring] at h
  exact h

end

end TwoLevelGauge
```

```lean
#print axioms TwoLevelGauge.gaugeHam_first_order
-- 'TwoLevelGauge.gaugeHam_first_order' depends on axioms: [propext, Classical.choice, Quot.sound]
#print axioms TwoLevelGauge.gauge_versus_naive_splitting
-- 'TwoLevelGauge.gauge_versus_naive_splitting' depends on axioms: [propext, Classical.choice, Quot.sound]
#print axioms TwoLevelGauge.naive_not_similar
-- 'TwoLevelGauge.naive_not_similar' depends on axioms: [propext, Classical.choice, Quot.sound]
#print axioms TwoLevelGauge.second_order_splitting
-- 'TwoLevelGauge.second_order_splitting' depends on axioms: [propext, Classical.choice, Quot.sound]
```

## From the lemmas to the main theorem

`gaugeU_eq` follows the diagonalisation above. `hP` and `hU` give the inverse of \(P\) and its invertibility, `hdiag` writes \(it\sigma_x\) as \(P\,\mathrm{diag}(it,-it)P^{-1}\), and `hv` is Euler's formula on each eigenvalue. `Matrix.exp_conj` moves the exponential inside the conjugation, and `Matrix.exp_diagonal` evaluates it on the diagonal.

`gaugeHam_eq` inserts the closed form at \(t\) and \(-t\) and expands the double angles. It then treats \(\cos t\), \(\sin t\) and \(w/2\) as free variables and compares real and imaginary parts of the four entries, which replaces the Pauli algebra by polynomial identities. It holds for every real \(w\), as does `gaugeHam_first_order`. There `hc` and `hs` are the derivatives \(0\) and \(2\) of \(\cos2t\) and \(\sin2t\) at zero, combined entry by entry into \(w\sigma_y\).

`twoLevel_splitting` chooses \(E=c-r\). `hM` is the matrix in the secular determinant, and `hdet` factorises the determinant as \((z-(c-r))(z-(c-r+2r))\), with `linear_combination` supplying \(r^2=a^2+b^2\) and \(i^2=-1\). The closing rewrite turns membership in the spectrum into the vanishing of the determinant, hence of one factor.

`splitting_unique` compares \(\{E,E+\Delta\}\) with \(\{E',E'+\Delta'\}\). Either the elements match in order and \(\Delta=\Delta'\), or they match crosswise, so that \(\Delta+\Delta'=0\) and both vanish.

In the main theorem, `hn` applies `twoLevel_splitting` with \(a=w/2\), \(b=wt\) and pulls \(w/2\) out of the root. The bare case is `hn 0 0`. The rotated Hamiltonian is rewritten by `hH` as a `twoLevel` matrix, and `Real.cos_sq_add_sin_sq` fixes \(r=w/2\), so its splitting is computed explicitly and not inferred from unitarity. The equivalence follows from \(1<\sqrt{1+4t^2}\) when \(t^2>0\) and, conversely, from \(w<w\) being false at \(t=0\).

`naive_not_similar` reads \(H_0+d\) as the naive Hamiltonian at \(t=0\), carries its spectrum through the assumed similarity by `spectrum.units_conjugate`, and obtains two different splittings for one matrix, against `splitting_unique`. `second_order_splitting` repeats the computation of `hn` with \(a=\tfrac{w}{2}(1-2t^2)\).
